# The free energy of adding a molecule to an ideal gas at pressure $p$ tends to $-kT\ln(kTz/p)$

**Q:** An oxide crystal sits in oxygen gas, and a vacancy forms when an oxygen atom leaves the crystal for the gas. The cost depends on the gas pressure through the oxygen chemical potential. You compute that potential by adding a molecule at fixed volume, but this raises the pressure. How can the result belong to pressure $p$?

**A:** The pressure rises by a factor $1+1/N$, which shows up as a correction that vanishes for large $N$. Let $k$ be Boltzmann's constant, $T$ the temperature, $V$ the volume, and $z$ the internal and thermal factor of one molecule per unit volume. For $N$ molecules,

$$Z_N=\frac{(Vz)^N}{N!},\qquad \frac{Z_{N+1}}{Z_N}=\frac{Vz}{N+1}.$$

With $N\ge 1$ and $V=NkT/p$, the ratio becomes

$$\frac{kTz}{p}\,\frac{N}{N+1}=\frac{kTz/p}{1+1/N}.$$

Taking $-kT\ln$ of both sides gives

$$-kT\ln\frac{Z_{N+1}}{Z_N}=-kT\ln\frac{kTz}{p}+kT\ln\!\left(1+\frac1N\right).$$

Since $0<\ln(1+x)\le x$ for $x>0$, the last term is positive and at most $kT/N$, so it tends to zero.

**Q:** You took the volume from the gas law. Does it agree with your partition function?

**A:** It does. The Helmholtz free energy is $-kT\ln Z_N$, so the pressure is

$$\frac{\partial}{\partial V}\,kT\ln Z_N=\frac{\partial}{\partial V}\,kT\left(N\ln V+N\ln z-\ln N!\right)=\frac{NkT}{V},$$

which equals $p$ at $V=NkT/p$.

**Q:** And the pressure dependence for a single oxygen atom?

**A:** Write $\mu(p)=-kT\ln(kTz/p)$ for the molecule and choose a reference pressure $p_0$. Because $\ln(kTz/p)=\ln(kTz/p_0)-\ln(p/p_0)$, we get $\mu(p)=\mu(p_0)+kT\ln(p/p_0)$. Equilibrium between O₂ and its atoms requires $2\mu_{\mathrm O}=\mu$, so the atomic potential $\mu_{\mathrm O}$ shifts by $(kT/2)\ln(p/p_0)$. When the oxygen reservoir is treated as a non-interacting gas at fixed temperature, the formation energy of a defect contains this shift once for each oxygen atom released to the gas, and with the opposite sign for each atom taken up.

**Q:** Now show me that the Lean code speaks about the same gas.

```lean
import Mathlib

open Filter Topology

namespace IdealGasChemicalPotential

noncomputable section
```

**A:** The partition function is the formula above, with real `z` and `V` and a natural number `N`. The factorial is the usual counting of indistinguishable molecules in a dilute gas.

```lean
/-- The partition function `(V z)^N / N!` of `N` indistinguishable ideal-gas molecules in a
volume `V`, with internal and thermal factor `z` per unit volume. -/
def partitionFunction (z V : ℝ) (N : ℕ) : ℝ :=
  (V * z) ^ N / (N.factorial : ℝ)
```

The volume comes from the gas law. The product $kT$ is a single real variable, `kT`.

```lean
/-- The volume `N kT / p` of `N` ideal-gas molecules at pressure `p ≠ 0`. -/
def idealVolume (kT p : ℝ) (N : ℕ) : ℝ :=
  N * kT / p
```

The insertion free energy is defined from the actual ratio of partition functions, at any volume. The limiting formula is not built into it.

```lean
/-- The free energy `-kT ln (Z_(N+1) / Z_N)` of adding one molecule to `N` molecules at fixed
volume, for `V z > 0`. -/
def insertionFreeEnergy (kT z V : ℝ) (N : ℕ) : ℝ :=
  -kT * Real.log (partitionFunction z V (N + 1) / partitionFunction z V N)
```

The candidate limit has its own definition.

```lean
/-- The chemical potential `-kT ln (kT z / p)` per molecule, for `kT, z, p > 0`. -/
def molecularPotential (kT z p : ℝ) : ℝ :=
  -kT * Real.log (kT * z / p)
```

The atomic potential is half the molecular one.

```lean
/-- The chemical potential per oxygen atom, half of that of the O₂ molecule,
for `kT, z, p > 0`. -/
def oxygenPotential (kT z p : ℝ) : ℝ :=
  molecularPotential kT z p / 2
```

**Q:** So the factor of one half is put in by hand?

**A:** Yes. It stands for the equilibrium condition $2\mu_{\mathrm O}=\mu$, which is assumed here. The factor $z$ is also an input: it carries the translational, rotational, vibrational and electronic contributions and the choice of energy zero. Its temperature dependence is not modelled, and neither are interactions between molecules or the crystal itself.

**Q:** What exactly does the main theorem say, then?

**A:** `tendsto_insertionFreeEnergy` says that for positive `kT`, `z` and `p`, the sequence `insertionFreeEnergy kT z (idealVolume kT p N) N` converges to `-kT * Real.log (kT * z / p)`. `Tendsto` with `atTop` and `𝓝` is the ordinary limit $N\to\infty$. The volume grows with $N$, so the pressure assigned to the gas before each insertion stays at $p$. `tendsto_oxygenPotential` then states the limit per atom, relative to `p₀`.

**Q:** Take me through the proof. Where does it start?

**A:** With the recursion. The factorial and the power each release one factor, and `field_simp` clears the denominators.

```lean
/-- Adding one molecule multiplies the partition function by `V z / (N + 1)`. -/
theorem partitionFunction_succ (z V : ℝ) (N : ℕ) :
    partitionFunction z V (N + 1) = V * z / (N + 1) * partitionFunction z V N := by
  unfold partitionFunction
  have hf : (N.factorial : ℝ) ≠ 0 := by positivity
  have hN : (N : ℝ) + 1 ≠ 0 := by positivity
  rw [Nat.factorial_succ, pow_succ]
  push_cast
  field_simp
```

Next comes the check on the volume. `HasDerivAt` states that the derivative exists at that volume and equals `p`. The proof writes $N=m+1$, differentiates the power and the logarithm by the chain rule, simplifies to $NkT/V$, and applies the gas law `hgas`.

```lean
/-- For `N ≥ 1` molecules at the volume `N kT / p`, the volume derivative of `kT ln Z_N` is the
pressure `p`. -/
theorem pressure_at_idealVolume {kT z p : ℝ} (hT : 0 < kT) (hz : 0 < z) (hp : 0 < p)
    {N : ℕ} (hN : 0 < N) :
    HasDerivAt (fun V => kT * Real.log (partitionFunction z V N)) p (idealVolume kT p N) := by
  obtain ⟨m, rfl⟩ : ∃ m, N = m + 1 := ⟨N - 1, by omega⟩
  have hV : 0 < idealVolume kT p (m + 1) := by
    unfold idealVolume
    positivity
  have hgas : ((m + 1 : ℕ) : ℝ) * kT = p * idealVolume kT p (m + 1) := by
    unfold idealVolume
    field_simp
  generalize idealVolume kT p (m + 1) = V at hV hgas ⊢
  unfold partitionFunction
  have hf : ((m + 1).factorial : ℝ) ≠ 0 := by positivity
  have hne : (V * z) ^ (m + 1) / ((m + 1).factorial : ℝ) ≠ 0 := by positivity
  have h1 : HasDerivAt (fun v : ℝ => v * z) z V := hasDerivAt_mul_const z
  have h2 := (((h1.fun_pow (m + 1)).div_const ((m + 1).factorial : ℝ)).log hne).const_mul kT
  refine h2.congr_deriv ?_
  -- the logarithmic derivative is N / V, and the gas law turns it into p
  rw [Nat.add_sub_cancel, pow_succ (V * z) m]
  calc _ = ((m + 1 : ℕ) : ℝ) * kT / V := by field_simp
    _ = p := by
      rw [hgas]
      field_simp
```

**Q:** And the exact correction?

**A:** `hratio` is the hand computation of the ratio after inserting the volume. The proof cancels $Z_N$, which is nonzero by `hZ`, and splits the logarithm of the quotient.

```lean
/-- At pressure `p` the insertion free energy of a gas of `N ≥ 1` molecules is
`-kT ln (kT z / p)` plus the finite-size term `kT ln (1 + 1/N)`. -/
theorem insertionFreeEnergy_eq {kT z p : ℝ} (hT : 0 < kT) (hz : 0 < z) (hp : 0 < p)
    {N : ℕ} (hN : 0 < N) :
    insertionFreeEnergy kT z (idealVolume kT p N) N =
      molecularPotential kT z p + kT * Real.log (1 + 1 / (N : ℝ)) := by
  have hN' : (0 : ℝ) < N := Nat.cast_pos.mpr hN
  have hV : 0 < idealVolume kT p N := by
    unfold idealVolume
    positivity
  have hZ : partitionFunction z (idealVolume kT p N) N ≠ 0 := by
    unfold partitionFunction
    positivity
  have hratio : idealVolume kT p N * z / ((N : ℝ) + 1) =
      (kT * z / p) / (1 + 1 / (N : ℝ)) := by
    unfold idealVolume
    field_simp
  have ha : kT * z / p ≠ 0 := by positivity
  have hb : 1 + 1 / (N : ℝ) ≠ 0 := by positivity
  unfold insertionFreeEnergy molecularPotential
  rw [partitionFunction_succ, mul_div_assoc, div_self hZ, mul_one, hratio,
    Real.log_div ha hb]
  ring
```

The two bounds follow from the positivity of $\ln(1+1/N)$ and from $\ln y\le y-1$ at $y=1+1/N$.

```lean
/-- The insertion free energy of a gas of `N ≥ 1` molecules at pressure `p` lies above
`-kT ln (kT z / p)` by at most `kT / N`. -/
theorem finite_size_error {kT z p : ℝ} (hT : 0 < kT) (hz : 0 < z) (hp : 0 < p)
    {N : ℕ} (hN : 0 < N) :
    molecularPotential kT z p < insertionFreeEnergy kT z (idealVolume kT p N) N ∧
      insertionFreeEnergy kT z (idealVolume kT p N) N ≤
        molecularPotential kT z p + kT / N := by
  have hN' : (0 : ℝ) < 1 / (N : ℝ) := one_div_pos.mpr (Nat.cast_pos.mpr hN)
  rw [insertionFreeEnergy_eq hT hz hp hN]
  constructor
  · have hlog : 0 < Real.log (1 + 1 / (N : ℝ)) := Real.log_pos (by linarith)
    have := mul_pos hT hlog
    linarith
  · have hlog : Real.log (1 + 1 / (N : ℝ)) ≤ 1 / (N : ℝ) := by
      have := Real.log_le_sub_one_of_pos (show 0 < 1 + 1 / (N : ℝ) by linarith)
      linarith
    have := mul_le_mul_of_nonneg_left hlog hT.le
    rw [mul_one_div] at this
    linarith
```

**Q:** With the exact formula in hand, the limit should be immediate.

**A:** Nearly. `h0` says $1+1/N\to1$, and `h1` carries this through the logarithm, so the explicit expression converges. What remains is to transfer the limit to the insertion free energy.

```lean
/-- At fixed temperature and pressure the insertion free energy tends to
`-kT ln (kT z / p)` as the number of molecules grows. -/
theorem tendsto_insertionFreeEnergy {kT z p : ℝ} (hT : 0 < kT) (hz : 0 < z) (hp : 0 < p) :
    Tendsto (fun N : ℕ => insertionFreeEnergy kT z (idealVolume kT p N) N) atTop
      (𝓝 (-kT * Real.log (kT * z / p))) := by
  have h0 : Tendsto (fun N : ℕ => 1 + 1 / (N : ℝ)) atTop (𝓝 (1 + 0)) :=
    (tendsto_one_div_atTop_nhds_zero_nat (𝕜 := ℝ)).const_add 1
  -- the finite-size term vanishes because the logarithm is continuous at 1
  have h1 := ((h0.log (by norm_num)).const_mul kT).const_add (molecularPotential kT z p)
  rw [add_zero, Real.log_one, mul_zero, add_zero] at h1
  refine Tendsto.congr' ?_ h1
  filter_upwards [eventually_gt_atTop 0] with N hN
  exact (insertionFreeEnergy_eq hT hz hp hN).symm
```

The transfer turns on `Tendsto.congr'`. It moves a limit from one sequence to another when the two agree eventually, whereas the unprimed `Tendsto.congr` wants agreement at every index. Here the two can differ at $N=0$: the volume is then zero, and Lean's convention $\ln 0=0$ makes the insertion free energy zero, while the explicit expression, with Lean's convention $1/0=0$, gives $\mu(p)$. The line `filter_upwards [eventually_gt_atTop 0] with N hN` restricts attention to $N>0$, where `insertionFreeEnergy_eq` applies.

**Q:** That leaves the reference pressure.

**A:** The shift between two pressures is an identity of logarithms, valid because all the quantities are positive.

```lean
/-- Changing the pressure from `p₀` to `p` shifts the chemical potential per molecule by
`kT ln (p / p₀)`. -/
theorem molecularPotential_pressure {kT z p p₀ : ℝ} (hT : 0 < kT) (hz : 0 < z)
    (hp : 0 < p) (hp₀ : 0 < p₀) :
    molecularPotential kT z p = molecularPotential kT z p₀ + kT * Real.log (p / p₀) := by
  have ha : kT * z ≠ 0 := by positivity
  unfold molecularPotential
  rw [Real.log_div ha hp.ne', Real.log_div ha hp₀.ne', Real.log_div hp.ne' hp₀.ne']
  ring
```

The last theorem halves the limit. Its step `hlim` uses the pressure shift to rewrite the halved limit as the atomic potential at `p₀` plus `kT / 2 * Real.log (p / p₀)`.

```lean
/-- Half the insertion free energy of an O₂ molecule at pressure `p` tends to the oxygen
chemical potential at a reference pressure `p₀` plus `(kT/2) ln (p / p₀)`. -/
theorem tendsto_oxygenPotential {kT z p p₀ : ℝ} (hT : 0 < kT) (hz : 0 < z)
    (hp : 0 < p) (hp₀ : 0 < p₀) :
    Tendsto (fun N : ℕ => insertionFreeEnergy kT z (idealVolume kT p N) N / 2) atTop
      (𝓝 (oxygenPotential kT z p₀ + kT / 2 * Real.log (p / p₀))) := by
  have hlim : oxygenPotential kT z p₀ + kT / 2 * Real.log (p / p₀) =
      -kT * Real.log (kT * z / p) / 2 := by
    have h := molecularPotential_pressure hT hz hp hp₀
    unfold oxygenPotential
    change _ = molecularPotential kT z p / 2
    rw [h]
    ring
  rw [hlim]
  exact (tendsto_insertionFreeEnergy hT hz hp).div_const 2

end

end IdealGasChemicalPotential
```

```lean
#print axioms IdealGasChemicalPotential.pressure_at_idealVolume
#print axioms IdealGasChemicalPotential.finite_size_error
#print axioms IdealGasChemicalPotential.tendsto_insertionFreeEnergy
#print axioms IdealGasChemicalPotential.tendsto_oxygenPotential
```

```
'IdealGasChemicalPotential.pressure_at_idealVolume' depends on axioms: [propext, Classical.choice, Quot.sound]
'IdealGasChemicalPotential.finite_size_error' depends on axioms: [propext, Classical.choice, Quot.sound]
'IdealGasChemicalPotential.tendsto_insertionFreeEnergy' depends on axioms: [propext, Classical.choice, Quot.sound]
'IdealGasChemicalPotential.tendsto_oxygenPotential' depends on axioms: [propext, Classical.choice, Quot.sound]
```

**Q:** Then my worry about the rising pressure is answered by the term $kT\ln(1+1/N)$.

**A:** Exactly so. After the insertion, $N+1$ molecules occupy the volume at pressure $p(1+1/N)$, and raising the pressure from $p$ to that value changes the chemical potential $\mu$ by exactly this term.
